# The Nakajima–Zwanzig equation for finite-dimensional linear dynamics

## States as vectors, generators as matrices

The state is taken to be a vector \(x(t)\) with finitely many complex components, and its generator a constant matrix \(L\), so that \(x(t)=e^{tL}x_0\). This includes the density matrix of an isolated system with time-independent Hamiltonian \(H\), once its entries are listed as a vector: \(L\) then represents \(-\tfrac{i}{\hbar}[H,\cdot\,]\).

A matrix \(P\) selects the relevant part \(Px\), and \(Q=1-P\) leaves the irrelevant part \(Qx\). For a system coupled to a bath, \(x\) describes the two together, and \(P\) may replace the bath by a fixed reference state; \(Qx_0=0\) then means an initial product state with the bath in that reference state. This is the setting of generalised quantum master equations, here restricted to finite dimension and a time-independent generator.

## The equation and its closed form

Define the memory kernel \(K(\tau)=PL\,e^{\tau QL}\,QLP\). For any \(L\), \(P\) and \(x_0\),
\[
(Px)'(t)=PLP\,x(t)+\int_0^t K(t-s)\,x(s)\,ds+PL\,e^{tQL}Qx_0 .
\]
If \(P^2=P\) and \(Qx_0=0\), a trajectory \(y\) equals \(Px\) exactly when \(y(0)=x_0\) and
\[
y'(t)=PLP\,y(t)+\int_0^t K(t-s)\,y(s)\,ds .
\]

## Eliminating the irrelevant part

Inserting \(x=Px+Qx\) into \(x'=Lx\) gives
\[
(Px)'=PLPx+PLQx,\qquad (Qx)'=QL(Qx)+QLPx .
\]
The second equation is linear with a source. Hence
\[
\frac{d}{ds}\left[e^{-sQL}Qx(s)\right]=e^{-sQL}QLPx(s),
\]
and integrating from \(0\) to \(t\), then multiplying by \(e^{tQL}\), yields
\[
Qx(t)=e^{tQL}Qx_0+\int_0^t e^{(t-s)QL}QLPx(s)\,ds .
\]
Substitution into the first equation gives the general result. When \(Qx_0=0\) the last term vanishes. When \(P^2=P\), also \(KP=K\) and \((PLP)P=PLP\), so \(x\) may be replaced by \(Px\) on the right, and \(Px(0)=x_0\).

Conversely, let \(y\) solve the closed equation and set \(z(t)=\int_0^t e^{(t-s)QL}QLPy(s)\,ds\). Then \(z(0)=0\) and
\[
y'=PLPy+PLz,\qquad z'=QLz+QLPy .
\]
Since \(QP=PQ=0\), both \(Qy\) and \(Pz\) are constant; they start at zero, so \(Py=y\) and \(Pz=0\). Adding the equations gives \((y+z)'=L(Py+z)=L(y+z)\). Therefore \(y+z=x\), and applying \(P\) gives \(y=Px\).

## Constant memory, an initial irrelevant part, and no memory

For \(L=\begin{pmatrix}0&1\\-1&0\end{pmatrix}\) and \(P\) the projector on the first coordinate, \(PLP=0\) and \(K=-P\) at all times: the memory never decays. From \(x_0=(1,0)\), the closed equation reads \(y_1'=-\int_0^t y_1\,ds\), solved by \(y_1=\cos t\).

Starting from \((0,1)\) violates \(Qx_0=0\). Now \((Px)_1=\sin t\), whose derivative is \(\cos t\), while the closed equation would give \(\cos t-1\). The missing \(1\) is the initial irrelevant term.

In the limiting case \(P=1\), the kernel vanishes and the equation is \(y'=Ly\).

## Reading the Lean statements

The finite type `n` labels components, `*ᵥ` applies a matrix to a vector, and `propagator L t` is \(e^{tL}\). `HasDerivAt f f' t` says that `f` is differentiable at `t` with derivative `f'`.

`nakajima_zwanzig` is the general equation. `nakajima_zwanzig_closed` is the equivalence, with `hP` for \(P^2=P\) and `hx0` for \(Qx_0=0\). `P` need not be Hermitian. Time runs over all real numbers, with oriented integrals for negative \(t\). Infinite baths, unbounded generators and approximations to the kernel are not covered.

```lean
import Mathlib

open Matrix

namespace NakajimaZwanzig

noncomputable section

variable {n : Type*} [Fintype n] [DecidableEq n]

/-- The propagator `exp (t A)` generated by the matrix `A`. -/
def propagator (A : Matrix n n ℂ) (t : ℝ) : Matrix n n ℂ := NormedSpace.exp (t • A)

/-- A matrix acting on state vectors, as a continuous real-linear map. -/
def mulVecCLM (M : Matrix n n ℂ) : (n → ℂ) →L[ℝ] (n → ℂ) :=
  LinearMap.toContinuousLinearMap ((Matrix.mulVecLin M).restrictScalars ℝ)

/-- The memory kernel `P L exp (τ Q L) Q L P` with `Q = 1 - P`. -/
def memoryKernel (L P : Matrix n n ℂ) (τ : ℝ) : Matrix n n ℂ :=
  P * L * propagator ((1 - P) * L) τ * ((1 - P) * L * P)

/-- Propagation over `s + t` is propagation over `t` followed by propagation over `s`. -/
theorem propagator_add (A : Matrix n n ℂ) (s t : ℝ) :
    propagator A (s + t) = propagator A s * propagator A t := by
  unfold propagator
  rw [add_smul]
  exact Matrix.exp_add_of_commute _ _ (((Commute.refl A).smul_left s).smul_right t)

/-- Each entry of the propagator `U` obeys `U' = A U`. -/
theorem propagator_entry_hasDerivAt (A : Matrix n n ℂ) (t : ℝ) (i j : n) :
    HasDerivAt (fun s => propagator A s i j) ((A * propagator A t) i j) t := by
  let : NormedRing (Matrix n n ℂ) := Matrix.linftyOpNormedRing
  let : NormedAlgebra ℝ (Matrix n n ℂ) := Matrix.linftyOpNormedAlgebra
  have : CompleteSpace (Matrix n n ℂ) := FiniteDimensional.complete ℝ _
  have h := hasDerivAt_exp_smul_const' A t
  let e : Matrix n n ℂ →ₗ[ℝ] ℂ :=
    { toFun := fun M => M i j, map_add' := fun _ _ => rfl, map_smul' := fun _ _ => rfl }
  exact (LinearMap.toContinuousLinearMap e).hasFDerivAt.comp_hasDerivAt t h

/-- Product rule for a propagator acting on a moving state vector. -/
theorem propagator_mulVec_hasDerivAt (A : Matrix n n ℂ) {y : ℝ → n → ℂ} {y' : n → ℂ} {t : ℝ}
    (hy : HasDerivAt y y' t) : HasDerivAt (fun s => propagator A s *ᵥ y s)
      (A *ᵥ (propagator A t *ᵥ y t) + propagator A t *ᵥ y') t := by
  rw [hasDerivAt_pi]
  intro i
  have h := HasDerivAt.fun_sum (u := Finset.univ) fun j _ =>
    (propagator_entry_hasDerivAt A t i j).fun_mul (hasDerivAt_pi.1 hy j)
  rw [Matrix.mulVec_mulVec]
  refine h.congr_deriv ?_
  simp only [Pi.add_apply, Matrix.mulVec, dotProduct, Finset.sum_add_distrib]

/-- Every solution of `y' = A y` is the propagated initial state. -/
theorem eq_propagator_of_hasDerivAt {A : Matrix n n ℂ} {y : ℝ → n → ℂ}
    (hy : ∀ t, HasDerivAt y (A *ᵥ y t) t) (t : ℝ) : y t = propagator A t *ᵥ y 0 := by
  have hc : ∀ s, A * propagator (-A) s = propagator (-A) s * A := fun s =>
    (((Commute.refl A).neg_right.smul_right s).exp_right).eq
  -- the state carried back to time zero does not move
  have hd : ∀ s, HasDerivAt (fun r => propagator (-A) r *ᵥ y r) 0 s := fun s => by
    refine (propagator_mulVec_hasDerivAt (-A) (hy s)).congr_deriv ?_
    rw [Matrix.neg_mulVec, Matrix.mulVec_mulVec, Matrix.mulVec_mulVec, hc, neg_add_cancel]
  have h := is_const_of_deriv_eq_zero (fun s => (hd s).differentiableAt)
    (fun s => (hd s).deriv) t 0
  have h0 : propagator (-A) 0 = 1 := by simp [propagator]
  have hn : propagator (-A) t = propagator A (-t) := by simp [propagator]
  have hi : propagator A t * propagator A (-t) = 1 := by
    rw [← propagator_add, add_neg_cancel]; simp [propagator]
  have h' : propagator (-A) t *ᵥ y t = y 0 := by simpa only [h0, Matrix.one_mulVec] using h
  rw [← h', hn, Matrix.mulVec_mulVec, hi, Matrix.one_mulVec]

/-- The Duhamel integral `z` of a continuous source `f` obeys `z' = A z + f`. -/
theorem duhamel_hasDerivAt (A : Matrix n n ℂ) {f : ℝ → n → ℂ} (hf : Continuous f) (t : ℝ) :
    HasDerivAt (fun r => ∫ s in (0 : ℝ)..r, propagator A (r - s) *ᵥ f s)
      (A *ᵥ (∫ s in (0 : ℝ)..t, propagator A (t - s) *ᵥ f s) + f t) t := by
  have hU : Continuous (propagator A) := continuous_matrix fun i j =>
    continuous_iff_continuousAt.2 fun s => (propagator_entry_hasDerivAt A s i j).continuousAt
  have hg : Continuous fun s => propagator A (-s) *ᵥ f s :=
    (hU.comp continuous_neg).matrix_mulVec hf
  -- take the propagator to the final time out of the integral
  have hz : ∀ r, ∫ s in (0 : ℝ)..r, propagator A (r - s) *ᵥ f s =
      propagator A r *ᵥ ∫ s in (0 : ℝ)..r, propagator A (-s) *ᵥ f s := fun r => by
    refine Eq.trans ?_ ((mulVecCLM (propagator A r)).intervalIntegral_comp_comm
      (hg.intervalIntegrable 0 r))
    refine intervalIntegral.integral_congr fun s _ => ?_
    change propagator A (r - s) *ᵥ f s = propagator A r *ᵥ (propagator A (-s) *ᵥ f s)
    rw [Matrix.mulVec_mulVec, ← propagator_add, sub_eq_add_neg]
  have hi : propagator A t *ᵥ (propagator A (-t) *ᵥ f t) = f t := by
    rw [Matrix.mulVec_mulVec, ← propagator_add, add_neg_cancel]; simp [propagator]
  rw [funext hz, hz t]
  refine (propagator_mulVec_hasDerivAt A
    (hg.integral_hasStrictDerivAt 0 t).hasDerivAt).congr_deriv ?_
  rw [hi]

/-- The irrelevant part `Q x(t)` is its own propagated initial value plus the response to the
past relevant part. -/
theorem irrelevant_part (L P : Matrix n n ℂ) (x0 : n → ℂ) (t : ℝ) :
    (1 - P) *ᵥ (propagator L t *ᵥ x0) =
      propagator ((1 - P) * L) t *ᵥ ((1 - P) *ᵥ x0) +
      ∫ s in (0 : ℝ)..t, propagator ((1 - P) * L) (t - s) *ᵥ
        (((1 - P) * L * P) *ᵥ (propagator L s *ᵥ x0)) := by
  have hx : ∀ s, HasDerivAt (fun r => propagator L r *ᵥ x0)
      (L *ᵥ (propagator L s *ᵥ x0)) s := fun s => by
    simpa using propagator_mulVec_hasDerivAt L (hasDerivAt_const s x0)
  have hf : Continuous fun s => ((1 - P) * L * P) *ᵥ (propagator L s *ᵥ x0) :=
    (mulVecCLM ((1 - P) * L * P)).continuous.comp
      (continuous_iff_continuousAt.2 fun s => (hx s).continuousAt)
  have ha : ∀ v z : n → ℂ, (1 - P) *ᵥ (L *ᵥ v) - (((1 - P) * L) *ᵥ z +
      ((1 - P) * L * P) *ᵥ v) = ((1 - P) * L) *ᵥ ((1 - P) *ᵥ v - z) := fun v z => by
    simp only [Matrix.mulVec_sub, Matrix.mulVec_mulVec, sub_mul, one_mul, mul_one,
      Matrix.sub_mulVec]
    abel
  -- subtracting the response leaves a solution of the homogeneous equation
  have h := eq_propagator_of_hasDerivAt (A := (1 - P) * L) (fun s => by
    have h1 : HasDerivAt (fun r => (1 - P) *ᵥ (propagator L r *ᵥ x0))
        ((1 - P) *ᵥ (L *ᵥ (propagator L s *ᵥ x0))) s :=
      by
        have hc : ∀ M : Matrix n n ℂ, HasDerivAt (fun r => M *ᵥ (propagator L r *ᵥ x0))
            (M *ᵥ (L *ᵥ (propagator L s *ᵥ x0))) s := by
          intro M
          have h2 := (mulVecCLM M).hasFDerivAt.comp_hasDerivAt s (hx s)
          exact h2
        exact hc (1 - P)
    exact (h1.fun_sub (duhamel_hasDerivAt ((1 - P) * L) hf s)).congr_deriv (ha _ _)) t
  have h0 : propagator L 0 = 1 := by simp [propagator]
  simp only [intervalIntegral.integral_same, sub_zero, h0, Matrix.one_mulVec] at h
  exact sub_eq_iff_eq_add.1 h

/-- The memory term is `P L` applied to the response of the irrelevant part. -/
theorem memory_integral (L P : Matrix n n ℂ) {y : ℝ → n → ℂ} (hy : Continuous y) (t : ℝ) :
    ∫ s in (0 : ℝ)..t, memoryKernel L P (t - s) *ᵥ y s = (P * L) *ᵥ
      ∫ s in (0 : ℝ)..t, propagator ((1 - P) * L) (t - s) *ᵥ (((1 - P) * L * P) *ᵥ y s) := by
  have hU : Continuous (propagator ((1 - P) * L)) := continuous_matrix fun i j =>
    continuous_iff_continuousAt.2 fun s => (propagator_entry_hasDerivAt _ s i j).continuousAt
  have hg : Continuous fun s =>
      propagator ((1 - P) * L) (t - s) *ᵥ (((1 - P) * L * P) *ᵥ y s) :=
    (hU.comp (continuous_const.sub continuous_id)).matrix_mulVec
      ((mulVecCLM ((1 - P) * L * P)).continuous.comp hy)
  refine Eq.trans ?_ ((mulVecCLM (P * L)).intervalIntegral_comp_comm
    (hg.intervalIntegrable 0 t))
  refine intervalIntegral.integral_congr fun s _ => ?_
  change memoryKernel L P (t - s) *ᵥ y s = (P * L) *ᵥ
    (propagator ((1 - P) * L) (t - s) *ᵥ (((1 - P) * L * P) *ᵥ y s))
  simp only [memoryKernel, Matrix.mulVec_mulVec, mul_assoc]

/-- Nakajima-Zwanzig equation for any initial state: `P x` changes by a term local in time,
a memory integral and a term from the initial irrelevant part. -/
theorem nakajima_zwanzig (L P : Matrix n n ℂ) (x0 : n → ℂ) (t : ℝ) :
    HasDerivAt (fun r => P *ᵥ (propagator L r *ᵥ x0))
      ((P * L * P) *ᵥ (propagator L t *ᵥ x0) +
        (∫ s in (0 : ℝ)..t, memoryKernel L P (t - s) *ᵥ (propagator L s *ᵥ x0)) +
        (P * L) *ᵥ (propagator ((1 - P) * L) t *ᵥ ((1 - P) *ᵥ x0))) t := by
  have hx : ∀ s, HasDerivAt (fun r => propagator L r *ᵥ x0)
      (L *ᵥ (propagator L s *ᵥ x0)) s := fun s => by
    simpa using propagator_mulVec_hasDerivAt L (hasDerivAt_const s x0)
  have hs : ∀ v : n → ℂ,
      P *ᵥ (L *ᵥ v) = (P * L * P) *ᵥ v + (P * L) *ᵥ ((1 - P) *ᵥ v) := fun v => by
    simp only [Matrix.sub_mulVec, Matrix.one_mulVec, Matrix.mulVec_sub, Matrix.mulVec_mulVec]
    abel
  refine ((mulVecCLM P).hasFDerivAt.comp_hasDerivAt t (hx t)).congr_deriv ?_
  change P *ᵥ (L *ᵥ (propagator L t *ᵥ x0)) = _
  -- split the state and insert the solution for its irrelevant part
  rw [memory_integral L P (continuous_iff_continuousAt.2 fun s => (hx s).continuousAt) t,
    hs, irrelevant_part L P x0 t, Matrix.mulVec_add]
  abel

/-- For a projector `P` and an initial state with `Q x0 = 0`, a trajectory is the relevant part
`P x(t)` exactly when it starts at `x0` and obeys the closed Nakajima-Zwanzig equation. -/
theorem nakajima_zwanzig_closed (L P : Matrix n n ℂ) (x0 : n → ℂ) (hP : P * P = P)
    (hx0 : (1 - P) *ᵥ x0 = 0) (y : ℝ → n → ℂ) :
    (∀ t, y t = P *ᵥ (propagator L t *ᵥ x0)) ↔
      y 0 = x0 ∧ ∀ t, HasDerivAt y ((P * L * P) *ᵥ y t +
        ∫ s in (0 : ℝ)..t, memoryKernel L P (t - s) *ᵥ y s) t := by
  have fix : ∀ v : n → ℂ, (1 - P) *ᵥ v = 0 → P *ᵥ v = v := fun v hv => by
    rw [Matrix.sub_mulVec, Matrix.one_mulVec] at hv
    exact (sub_eq_zero.1 hv).symm
  constructor
  · intro h
    obtain rfl : y = fun t => P *ᵥ (propagator L t *ᵥ x0) := funext h
    have hk : ∀ (τ : ℝ) (v : n → ℂ),
        memoryKernel L P τ *ᵥ (P *ᵥ v) = memoryKernel L P τ *ᵥ v := fun τ v => by
      rw [Matrix.mulVec_mulVec]
      simp only [memoryKernel, mul_assoc, hP]
    have hl : ∀ v : n → ℂ, (P * L * P) *ᵥ (P *ᵥ v) = (P * L * P) *ᵥ v := fun v => by
      rw [Matrix.mulVec_mulVec, mul_assoc (P * L), hP]
    refine ⟨by simpa [propagator] using fix x0 hx0, fun t => ?_⟩
    refine (nakajima_zwanzig L P x0 t).congr_deriv ?_
    simp only [hk, hl, hx0, Matrix.mulVec_zero, add_zero]
  · rintro ⟨h0, hy⟩ t
    have hyc : Continuous y := continuous_iff_continuousAt.2 fun s => (hy s).continuousAt
    -- rebuild the irrelevant part `z` from the history of `y`
    let z : ℝ → n → ℂ := fun r => ∫ s in (0 : ℝ)..r,
      propagator ((1 - P) * L) (r - s) *ᵥ (((1 - P) * L * P) *ᵥ y s)
    have hz : ∀ s, HasDerivAt z (((1 - P) * L) *ᵥ z s + ((1 - P) * L * P) *ᵥ y s) s :=
      duhamel_hasDerivAt ((1 - P) * L) ((mulVecCLM ((1 - P) * L * P)).continuous.comp hyc)
    have hz0 : z 0 = 0 := intervalIntegral.integral_same
    have hy' : ∀ s, HasDerivAt y ((P * L * P) *ᵥ y s + (P * L) *ᵥ z s) s := fun s =>
      (hy s).congr_deriv (congrArg (fun w => (P * L * P) *ᵥ y s + w)
        (memory_integral L P hyc s))
    have const : ∀ (M : Matrix n n ℂ) (w w' : ℝ → n → ℂ), (∀ s, HasDerivAt w (w' s) s) →
        (∀ s, M *ᵥ w' s = 0) → ∀ s, M *ᵥ w s = M *ᵥ w 0 := fun M w w' hw hM s => by
      have hd : ∀ r, HasDerivAt (fun q => M *ᵥ w q) 0 r := fun r =>
        ((mulVecCLM M).hasFDerivAt.comp_hasDerivAt r (hw r)).congr_deriv (hM r)
      exact is_const_of_deriv_eq_zero (fun r => (hd r).differentiableAt)
        (fun r => (hd r).deriv) s 0
    have hQP : (1 - P) * P = 0 := by rw [sub_mul, one_mul, hP, sub_self]
    have hPQ : P * (1 - P) = 0 := by rw [mul_sub, mul_one, hP, sub_self]
    -- `y` stays in the range of `P`, and `z` in its kernel
    have hPy : ∀ s, P *ᵥ y s = y s := fun s => fix _ <| by
      rw [const (1 - P) y _ hy' (fun r => by
        simp only [Matrix.mulVec_add, Matrix.mulVec_mulVec, ← mul_assoc, hQP, zero_mul,
          Matrix.zero_mulVec, add_zero]) s, h0, hx0]
    have hPz : ∀ s, P *ᵥ z s = 0 := fun s => by
      rw [const P z _ hz (fun r => by
        simp only [Matrix.mulVec_add, Matrix.mulVec_mulVec, ← mul_assoc, hPQ, zero_mul,
          Matrix.zero_mulVec, add_zero]) s, hz0, Matrix.mulVec_zero]
    have ha : ∀ v w : n → ℂ, (P * L * P) *ᵥ v + (P * L) *ᵥ w + (((1 - P) * L) *ᵥ w +
        ((1 - P) * L * P) *ᵥ v) = L *ᵥ (P *ᵥ v + w) := fun v w => by
      simp only [Matrix.mulVec_add, Matrix.mulVec_mulVec, sub_mul, one_mul, Matrix.sub_mulVec]
      abel
    -- hence `y + z` follows the full dynamics
    have h : y t + z t = propagator L t *ᵥ (y 0 + z 0) :=
      eq_propagator_of_hasDerivAt (y := fun r => y r + z r) (fun s =>
        ((hy' s).fun_add (hz s)).congr_deriv ((ha _ _).trans (by rw [hPy s]))) t
    rw [h0, hz0, add_zero] at h
    rw [← h, Matrix.mulVec_add, hPz t, add_zero, hPy t]

/-- The generator of rotations in a plane. -/
def rotationGen : Matrix (Fin 2) (Fin 2) ℂ := !![0, 1; -1, 0]

/-- The projector on the first coordinate. -/
def firstProj : Matrix (Fin 2) (Fin 2) ℂ := !![1, 0; 0, 0]

/-- For plane rotations observed through the first coordinate, `P` is idempotent, the first unit
vector has no irrelevant part, and the memory kernel is `-P` at all times. -/
theorem nakajima_zwanzig_closed_witness :
    firstProj * firstProj = firstProj ∧ (1 - firstProj) *ᵥ ![1, 0] = 0 ∧
      ∀ τ, memoryKernel rotationGen firstProj τ = -firstProj := by
  have hU : ∀ N : Matrix (Fin 2) (Fin 2) ℂ, N * N = 0 → ∀ τ, propagator N τ * N = N := by
    intro N hN τ
    ext i j
    have h := eq_propagator_of_hasDerivAt (A := N) (y := fun _ => N *ᵥ Pi.single j 1)
      (fun s => (hasDerivAt_const s _).congr_deriv
        (by rw [Matrix.mulVec_mulVec, hN, Matrix.zero_mulVec])) τ
    have h' := congrFun h i
    simp only [Matrix.mulVec_single_one] at h'
    exact h'.symm
  have h1 : (1 - firstProj) * rotationGen = !![0, 0; -1, 0] := by
    ext i j
    fin_cases i <;> fin_cases j <;>
      simp [firstProj, rotationGen, Matrix.mul_apply, Fin.sum_univ_two]
  have h2 : !![0, 0; -1, 0] * firstProj = !![0, 0; -1, 0] := by
    ext i j
    fin_cases i <;> fin_cases j <;> simp [firstProj, Matrix.mul_apply, Fin.sum_univ_succ]
  refine ⟨?_, ?_, fun τ => ?_⟩
  · ext i j
    fin_cases i <;> fin_cases j <;> simp [firstProj, Matrix.mul_apply, Fin.sum_univ_succ]
  · ext i
    fin_cases i <;> simp [firstProj, Matrix.mulVec, dotProduct, Fin.sum_univ_succ]
  · rw [memoryKernel, h1, h2, mul_assoc, hU _ (by
      ext i j
      fin_cases i <;> fin_cases j <;> simp [Matrix.mul_apply, Fin.sum_univ_succ]) τ]
    ext i j
    fin_cases i <;> fin_cases j <;>
      simp [firstProj, rotationGen, Matrix.mul_apply, Fin.sum_univ_succ]

end

end NakajimaZwanzig
```

```lean
#print axioms NakajimaZwanzig.nakajima_zwanzig_closed
```

```
'NakajimaZwanzig.nakajima_zwanzig_closed' depends on axioms: [propext, Classical.choice, Quot.sound]
```

## How the proof follows the calculation

`propagator_add` gives the group law. `propagator_entry_hasDerivAt` differentiates the exponential entry by entry, and `propagator_mulVec_hasDerivAt` adds the product rule. `eq_propagator_of_hasDerivAt` proves uniqueness by showing that \(e^{-tA}y(t)\) is constant.

`duhamel_hasDerivAt` takes \(e^{tA}\) out of the integral and differentiates the product. `irrelevant_part` subtracts this integral from \(Qx\); the difference solves the homogeneous equation, so uniqueness identifies it. `memory_integral` moves \(PL\) through the integral, and `nakajima_zwanzig` makes the substitution.

In `nakajima_zwanzig_closed`, the forward direction uses `hk` and `hl` to absorb the extra \(P\). The converse builds `z`, obtains \(Py=y\) and \(Pz=0\) as `hPy` and `hPz`, and applies uniqueness to \(y+z\).

`nakajima_zwanzig_closed_witness` checks both hypotheses and the kernel for the rotation example. There \(N=QL\) satisfies \(N^2=0\), so \(e^{\tau N}N=N\) and the kernel is constant.
